# From one filled orbital, optimal damping spreads one electron equally over M orbitals in M − 1 steps when the energy is (U/2) Σ nᵢ² with U > 0

Before a self-consistent calculation on an open-shell atom with fractional occupations, someone sets the iteration limit. If the starting guess puts the electron in one orbital of a degenerate shell and the target is the spherical filling, the limit must leave room for the electron to spread. In the fixed-orbital model below, where each step mixes in a single lowest orbital, optimal damping takes 2 steps for a p shell, 4 for a d shell and 6 for an f shell.

## One electron in a degenerate shell

The orbitals are labelled by a finite type `ι`, and M is its number of elements, `Fintype.card ι`.

```lean
import Mathlib

open Finset

namespace OptimalDampingDegenerateShell

noncomputable section

variable {ι : Type*} [Fintype ι] [DecidableEq ι]
```

Orbital i holds nᵢ electrons, and the energy is

E(n) = (U/2) Σᵢ nᵢ².

The constant U stands for the extra mean-field repulsion of charge within one orbital over that between two different orbitals. If these repulsions are J and J′ for all orbitals and pairs, then at total charge one the energy is E(n) with U = J − J′, up to a constant. These are classical (Hartree) repulsions. In Hartree-Fock theory, exchange cancels the repulsion within one orbital for a single spin-polarised electron, so the assumption U > 0 fails there. A real atom departs from this model: its orbitals relax, exchange and correlation contribute, and in a d or f shell the repulsion J′ differs from pair to pair.

```lean
/-- Energy `(U/2) ∑ nᵢ²` of the occupations `n` of degenerate orbitals. -/
def energy (U : ℝ) (n : ι → ℝ) : ℝ := U / 2 * ∑ i, n i ^ 2
```

One electron in orbital j gives the occupations eⱼ, equal to 1 at j and 0 elsewhere.

```lean
/-- The occupations with one electron in orbital `j`. -/
def orb (j : ι) : ι → ℝ := fun x => if x = j then 1 else 0
```

The level energies are εᵢ = U nᵢ, with the common orbital energy set to zero.

```lean
/-- The energy `U nᵢ` of level `i` at occupations `n`. -/
def level (U : ℝ) (n : ι → ℝ) (i : ι) : ℝ := U * n i
```

Damping mixes a newly filled orbital into the old occupations:

n′ = (1 − t) n + t eⱼ.

Here t is the weight of the new density; many programs give the name "damping factor" to the weight of the old one.

```lean
/-- Damped occupations: a fraction `t` of the filled orbital `j` is mixed into `n`. -/
def damp (n : ι → ℝ) (j : ι) (t : ℝ) : ι → ℝ := fun x => (1 - t) * n x + t * orb j x
```

A mixture of k+1 filled orbitals σ(0), …, σ(k) has weights c₀, …, c_k. Orbitals may repeat, and the definition puts no condition on the weights.

```lean
/-- The mixture of the filled orbitals `σ a` with weights `c a`. -/
def mixture {k : ℕ} (σ : Fin (k + 1) → ι) (c : Fin (k + 1) → ℝ) : ι → ℝ :=
  fun x => ∑ a, c a * orb (σ a) x
```

The equal filling of a nonempty set S puts 1/|S| in each of its orbitals. For S = `univ`, the whole shell, it is the spherical filling.

```lean
/-- One electron shared equally by the orbitals of a nonempty set `S`. -/
def equalFill (S : Finset ι) : ι → ℝ := fun x => if x ∈ S then 1 / (S.card : ℝ) else 0
```

## What counts as a step

A step picks a lowest level j and then a fraction t in [0, 1] that minimises E on the segment from n to eⱼ. When several levels tie for the lowest, j may be any one of them, and whatever is proved for all runs holds for every such choice. Sharing the new electron equally among the tied levels is a different step: for U > 0 and M ≥ 2, with the same line search, it leads from one filled orbital to the spherical filling at once.

```lean
/-- An optimal-damping step: choose a lowest level `j` and minimise the energy exactly on the
segment from `n` to the filled orbital `j`. -/
def IsStep (U : ℝ) (n n' : ι → ℝ) : Prop :=
  ∃ j, (∀ i, level U n j ≤ level U n i) ∧ ∃ t ∈ Set.Icc (0 : ℝ) 1, n' = damp n j t ∧
    ∀ s ∈ Set.Icc (0 : ℝ) 1, energy U n' ≤ energy U (damp n j s)
```

A run starts from one filled orbital i₀, and `n k` is the filling after k steps.

```lean
/-- An optimal-damping run that starts from the filled orbital `i₀`. -/
def IsRun (U : ℝ) (i₀ : ι) (n : ℕ → ι → ℝ) : Prop :=
  n 0 = orb i₀ ∧ ∀ k, IsStep U (n k) (n (k + 1))
```

The levels are the derivatives of E, as they should be. Adding charge t to orbital i gives

E(n + t eᵢ) = E(n) + U nᵢ t + (U/2) t²,

whose slope at t = 0 is U nᵢ. The proof establishes this expansion first and then differentiates it.

```lean
/-- The level energy is the derivative of the total energy with respect to the occupation. -/
theorem hasDerivAt_energy (U : ℝ) (n : ι → ℝ) (i : ι) :
    HasDerivAt (fun t : ℝ => energy U (fun x => n x + t * orb i x)) (level U n i) 0 := by
  have h : (fun t : ℝ => energy U (fun x => n x + t * orb i x)) =
      fun t => (energy U n + U * n i * t) + U / 2 * t ^ 2 := by
    funext t
    have hx : ∀ x, (n x + t * orb i x) ^ 2 =
        n x ^ 2 + if x = i then 2 * t * n x + t ^ 2 else 0 := by
      intro x
      unfold orb
      split_ifs <;> ring
    simp only [energy, hx, sum_add_distrib, sum_ite_eq', mem_univ, if_true]
    ring
  rw [h]
  have h1 := ((hasDerivAt_id' (0 : ℝ)).const_mul (U * n i)).const_add (energy U n)
  have h2 := (hasDerivAt_pow 2 (0 : ℝ)).const_mul (U / 2)
  exact (h1.fun_add h2).congr_deriv (by simp [level])
```

## Energies on a segment and of equal fillings

Only orbital j receives new charge, so squaring the damped occupations and summing gives

E((1 − t) n + t eⱼ) = (1 − t)² E(n) + U t (1 − t) nⱼ + (U/2) t².

```lean
/-- The energy along a damping segment is a polynomial of degree at most two in the mixing fraction.
-/
theorem energy_damp (U : ℝ) (n : ι → ℝ) (j : ι) (t : ℝ) :
    energy U (damp n j t) =
      (1 - t) ^ 2 * energy U n + U * t * (1 - t) * n j + U / 2 * t ^ 2 := by
  have hx : ∀ x, damp n j t x ^ 2 = (1 - t) ^ 2 * n x ^ 2 +
      if x = j then 2 * t * (1 - t) * n x + t ^ 2 else 0 := by
    intro x
    unfold damp orb
    split_ifs <;> ring
  simp only [energy, hx, sum_add_distrib, ← mul_sum, sum_ite_eq', mem_univ, if_true]
  ring
```

For an equal filling, Σ nᵢ² = |S| · (1/|S|)² = 1/|S|, hence E = U/(2|S|).

```lean
/-- An electron shared equally by the orbitals of a nonempty set `S` has energy `U/(2|S|)`. -/
theorem energy_equalFill (U : ℝ) {S : Finset ι} (hS : S.Nonempty) :
    energy U (equalFill S) = U / (2 * S.card) := by
  have hc : (0 : ℝ) < S.card := by exact_mod_cast hS.card_pos
  have hx : ∀ x, equalFill S x ^ 2 = if x ∈ S then (1 / (S.card : ℝ)) ^ 2 else 0 := by
    intro x
    unfold equalFill
    split_ifs <;> simp
  simp only [energy, hx, sum_ite_mem, univ_inter, sum_const, nsmul_eq_mul]
  field_simp
```

## No mixture of k+1 orbitals goes lower than U/(2(k+1))

Let n be a mixture with weights of sum one, and let T be the set of orbitals that appear in it, so |T| ≤ k+1. All the charge sits on T, and Cauchy-Schwarz gives

1 = (Σ_{i∈T} nᵢ)² ≤ |T| Σ_{i∈T} nᵢ² ≤ (k+1) Σᵢ nᵢ².

Multiplying by U/(2(k+1)) gives the bound. Negative weights are allowed. In the code T is `univ.image σ`, and `hcs` is the Cauchy-Schwarz step.

For this model, the bound also limits EDIIS, which minimises the energy over convex mixtures of stored densities: with k+1 stored single-orbital densities it cannot go below U/(2(k+1)).

```lean
/-- For `U > 0`, a mixture of `k+1` filled orbitals with real weights of sum one has energy at
least `U/(2(k+1))`. -/
theorem energy_mixture_ge {U : ℝ} (hU : 0 < U) {k : ℕ} (σ : Fin (k + 1) → ι)
    (c : Fin (k + 1) → ℝ) (hc : ∑ a, c a = 1) :
    U / (2 * (k + 1)) ≤ energy U (mixture σ c) := by
  have htot : ∑ x, mixture σ c x = 1 := by
    unfold mixture
    rw [sum_comm]
    simpa [orb] using hc
  -- only the orbitals in the image of `σ` are occupied
  have hsupp : ∑ x ∈ univ.image σ, mixture σ c x = 1 := by
    rw [← htot]
    refine sum_subset (subset_univ _) fun x _ hx => sum_eq_zero fun a _ => ?_
    have hne : x ≠ σ a := fun h => hx (h ▸ mem_image_of_mem σ (mem_univ a))
    simp [orb, hne]
  have hcard : ((univ.image σ).card : ℝ) ≤ k + 1 := by
    have h : (univ.image σ).card ≤ k + 1 := by
      simpa using (card_image_le (s := univ) (f := σ))
    exact_mod_cast h
  have hsub : ∑ x ∈ univ.image σ, mixture σ c x ^ 2 ≤ ∑ x, mixture σ c x ^ 2 :=
    sum_le_sum_of_subset_of_nonneg (subset_univ _) fun x _ _ => sq_nonneg _
  -- Cauchy-Schwarz on the occupied orbitals
  have hcs := sq_sum_le_card_mul_sum_sq (s := univ.image σ) (f := mixture σ c)
  rw [hsupp] at hcs
  have h1 : (1 : ℝ) ≤ (k + 1) * ∑ x, mixture σ c x ^ 2 := by
    calc (1 : ℝ) = 1 ^ 2 := by norm_num
      _ ≤ _ := hcs
      _ ≤ _ := mul_le_mul hcard hsub (sum_nonneg fun x _ => sq_nonneg _) (by positivity)
  rw [div_le_iff₀ (by positivity)]
  unfold energy
  linarith [mul_le_mul_of_nonneg_left h1 hU.le]
```

At total charge one, the spherical filling is the only one with energy at most U/(2M), because

Σᵢ (nᵢ − 1/M)² = Σᵢ nᵢ² − 1/M ≤ 0

forces every nᵢ to equal 1/M.

```lean
/-- For `U > 0`, any one-electron filling of the shell with energy at most `U/(2M)`, where `M` is
the number of orbitals, is the spherical filling. -/
theorem eq_spherical {U : ℝ} (hU : 0 < U) [Nonempty ι] {n : ι → ℝ} (hn : ∑ i, n i = 1)
    (hE : energy U n ≤ U / (2 * Fintype.card ι)) : n = equalFill univ := by
  have hM : (0 : ℝ) < Fintype.card ι := by exact_mod_cast Fintype.card_pos
  have hvar : ∑ i, (n i - 1 / (Fintype.card ι : ℝ)) ^ 2 =
      ∑ i, n i ^ 2 - 1 / (Fintype.card ι : ℝ) := by
    simp only [sub_sq, sum_add_distrib, sum_sub_distrib, ← sum_mul, ← mul_sum, hn, sum_const,
      card_univ, nsmul_eq_mul]
    field_simp
    ring
  have hle : ∑ i, n i ^ 2 ≤ 1 / (Fintype.card ι : ℝ) := by
    have h : U / (2 * Fintype.card ι) = U / 2 * (1 / (Fintype.card ι : ℝ)) := by field_simp
    rw [h] at hE
    exact le_of_mul_le_mul_left hE (by positivity)
  have h0 : ∑ i, (n i - 1 / (Fintype.card ι : ℝ)) ^ 2 = 0 :=
    le_antisymm (by linarith) (sum_nonneg fun i _ => sq_nonneg _)
  funext i
  have hi := (sum_eq_zero_iff_of_nonneg fun i _ => sq_nonneg _).mp h0 i (mem_univ i)
  have hi' := pow_eq_zero_iff (two_ne_zero) |>.mp hi
  simp only [equalFill, mem_univ, if_true, card_univ]
  linarith
```

## Each step adds one orbital

Start from the equal filling of a set S of m orbitals, with 1 ≤ m < M. Filled levels lie at U/m > 0 and empty ones at 0, so the lowest level j is empty. The energy on the segment is

e(t) = (1 − t)² U/(2m) + (U/2) t²,

and completing the square gives

e(t) − e(1/(m+1)) = (U(m+1)/(2m)) (t − 1/(m+1))².

The only minimiser is t = 1/(m+1). Each old orbital then holds (1 − t)/m = 1/(m+1), the same as the new one. In the proof, `hjS` shows that j is empty, `h2` inside `ht` is the completed square, and the final case split compares the occupations orbital by orbital.

```lean
/-- For `U > 0`, an optimal-damping step from an equal filling of some but not all orbitals
gives the equal filling with one more orbital. -/
theorem step_equalFill {U : ℝ} (hU : 0 < U) {S : Finset ι} (hS : S.Nonempty) (hS' : S ≠ univ)
    {n' : ι → ℝ} (h : IsStep U (equalFill S) n') :
    ∃ j, j ∉ S ∧ n' = equalFill (insert j S) := by
  obtain ⟨j, hj, t, -, rfl, hmin⟩ := h
  have hc : (0 : ℝ) < S.card := by exact_mod_cast hS.card_pos
  obtain ⟨i, hi⟩ : ∃ i, i ∉ S := by
    by_contra hcon
    push Not at hcon
    exact hS' (eq_univ_iff_forall.mpr hcon)
  -- a lowest level is empty
  have hjS : j ∉ S := by
    intro hjS
    have h1 := hj i
    simp only [level, equalFill, if_pos hjS, if_neg hi] at h1
    have h2 : 0 < U * (1 / (S.card : ℝ)) := by positivity
    linarith
  have hj0 : equalFill S j = 0 := by simp only [equalFill, if_neg hjS]
  -- the line search has the unique minimiser `1/(|S|+1)`
  have ht : t = 1 / ((S.card : ℝ) + 1) := by
    have h1 := hmin (1 / ((S.card : ℝ) + 1))
      ⟨by positivity, by rw [div_le_one (by positivity)]; linarith⟩
    rw [energy_damp, energy_damp, energy_equalFill U hS, hj0] at h1
    have h2 : U * (S.card + 1) / (2 * S.card) * (t - 1 / ((S.card : ℝ) + 1)) ^ 2 =
        ((1 - t) ^ 2 * (U / (2 * S.card)) + U / 2 * t ^ 2) -
        ((1 - 1 / ((S.card : ℝ) + 1)) ^ 2 * (U / (2 * S.card)) +
          U / 2 * (1 / ((S.card : ℝ) + 1)) ^ 2) := by
      field_simp
      ring
    by_contra hne
    have h3 : 0 < (t - 1 / ((S.card : ℝ) + 1)) ^ 2 := pow_pos_of_ne (sub_ne_zero.mpr hne)
    have h4 : 0 < U * (S.card + 1) / (2 * S.card) := by positivity
    linarith [mul_pos h4 h3]
  refine ⟨j, hjS, ?_⟩
  funext x
  simp only [damp, orb, equalFill, mem_insert, card_insert_of_notMem hjS, ht]
  push_cast
  by_cases hx : x = j
  · simp [hx, hjS]
  · by_cases hxS : x ∈ S
    · simp only [hx, hxS, if_true, if_false, or_true]
      field_simp
      ring
    · simp [hx, hxS]
where
  pow_pos_of_ne {a : ℝ} (ha : a ≠ 0) : 0 < a ^ 2 := by positivity
```

Runs exist: a finite shell has a lowest level, and a continuous function on [0, 1] has a minimum. Iterating one such choice gives a run.

```lean
/-- An optimal-damping run exists from every filled orbital. -/
theorem exists_run (U : ℝ) (i₀ : ι) : ∃ n, IsRun U i₀ n := by
  have : Nonempty ι := ⟨i₀⟩
  have hstep : ∀ n : ι → ℝ, ∃ n', IsStep U n n' := by
    intro n
    obtain ⟨j, hj⟩ := Finite.exists_min (level U n)
    have hc : Continuous fun t : ℝ => energy U (damp n j t) := by
      simp only [energy_damp]
      fun_prop
    obtain ⟨t, ht, hm⟩ := isCompact_Icc.exists_isMinOn
      (Set.nonempty_Icc.mpr (zero_le_one (α := ℝ))) hc.continuousOn
    exact ⟨damp n j t, j, hj, t, ht, rfl, fun s hs => isMinOn_iff.mp hm s hs⟩
  choose f hf using hstep
  exact ⟨fun k => f^[k] (orb i₀), rfl, fun k => by
    simp only [Function.iterate_succ_apply']
    exact hf _⟩
```

By induction on k, the run occupies k+1 orbitals equally as long as k < M. The start is the case |S| = 1.

```lean
/-- For `U > 0`, after `k < M` optimal-damping steps from one filled orbital the electron is
shared equally by `k+1` of the `M` orbitals. -/
theorem run_equalFill {U : ℝ} (hU : 0 < U) {i₀ : ι} {n : ℕ → ι → ℝ} (h : IsRun U i₀ n)
    (k : ℕ) (hk : k < Fintype.card ι) : ∃ S : Finset ι, S.card = k + 1 ∧ n k = equalFill S := by
  induction k with
  | zero =>
    refine ⟨{i₀}, by simp, ?_⟩
    rw [h.1]
    funext x
    simp [orb, equalFill]
  | succ k ih =>
    obtain ⟨S, hS, hn⟩ := ih (by omega)
    have hne : S ≠ univ := by
      rintro rfl
      rw [card_univ] at hS
      omega
    have hs := h.2 k
    rw [hn] at hs
    obtain ⟨j, hj, hn'⟩ := step_equalFill hU (card_pos.mp (by omega)) hne hs
    exact ⟨insert j S, by rw [card_insert_of_notMem hj, hS], hn'⟩
```

## The run attains the bound

For k < M the energy after k steps is therefore

E(n_k) = U/(2(k+1)).

The equal filling is itself a convex mixture, with all weights 1/(k+1), so this value is the least energy of all convex mixtures of k+1 filled orbitals. `IsLeast` says both that the value occurs in the set and that nothing in the set is lower.

```lean
/-- For `U > 0`, after `k < M` optimal-damping steps from one filled orbital the energy is
`U/(2(k+1))`, the least energy of all convex mixtures of `k+1` filled orbitals. -/
theorem optimal_damping_energy {U : ℝ} (hU : 0 < U) {i₀ : ι} {n : ℕ → ι → ℝ}
    (h : IsRun U i₀ n) (k : ℕ) (hk : k < Fintype.card ι) :
    energy U (n k) = U / (2 * (k + 1)) ∧
    IsLeast {E | ∃ (σ : Fin (k + 1) → ι) (c : Fin (k + 1) → ℝ),
      (∀ a, 0 ≤ c a) ∧ ∑ a, c a = 1 ∧ E = energy U (mixture σ c)} (energy U (n k)) := by
  obtain ⟨S, hS, hn⟩ := run_equalFill hU h k hk
  have hE : energy U (n k) = U / (2 * (k + 1)) := by
    rw [hn, energy_equalFill U (card_pos.mp (by omega)), hS]
    push_cast
    rfl
  refine ⟨hE, ?_, ?_⟩
  · -- the equal filling is a mixture with equal weights
    let e := (S.equivFinOfCardEq hS).symm
    refine ⟨fun a => (e a : ι), fun _ => 1 / ((k : ℝ) + 1), fun _ => by positivity, ?_, ?_⟩
    · simp only [sum_const, card_univ, Fintype.card_fin, nsmul_eq_mul]
      push_cast
      field_simp
    · rw [hn]
      congr 1
      funext x
      unfold mixture
      rw [Equiv.sum_comp e (fun y : S => 1 / ((k : ℝ) + 1) * orb (y : ι) x),
        sum_coe_sort S (fun y => 1 / ((k : ℝ) + 1) * orb y x)]
      simp [orb, equalFill, hS]
  · rintro E ⟨σ, c, -, hc, rfl⟩
    rw [hE]
    exact energy_mixture_ge hU σ c hc
```

While k+1 < M some orbital is empty, so the filling is not spherical. At k = M − 1 all orbitals are filled equally. A later step may choose t = 0, so it cannot raise the energy; it also keeps the charge, and uniqueness holds the run in place. For M = 1 the run starts at the spherical filling.

```lean
/-- For `U > 0`, an optimal-damping run from one filled orbital is at the spherical filling of
the `M` orbitals after `k` steps exactly when `k ≥ M - 1`. -/
theorem spherical_iff {U : ℝ} (hU : 0 < U) {i₀ : ι} {n : ℕ → ι → ℝ} (h : IsRun U i₀ n)
    (k : ℕ) : n k = equalFill univ ↔ Fintype.card ι ≤ k + 1 := by
  have : Nonempty ι := ⟨i₀⟩
  have hM : 0 < Fintype.card ι := Fintype.card_pos
  have hM' : (0 : ℝ) < Fintype.card ι := by exact_mod_cast hM
  constructor
  · intro hk
    by_contra hlt
    obtain ⟨S, hS, hn⟩ := run_equalFill hU h k (by omega)
    obtain ⟨x, -, hx⟩ := exists_mem_notMem_of_card_lt_card
      (show S.card < (univ : Finset ι).card by rw [card_univ]; omega)
    have h1 := congrFun (hn.symm.trans hk) x
    simp only [equalFill, if_neg hx, mem_univ, if_true, card_univ] at h1
    have h2 : 0 < 1 / (Fintype.card ι : ℝ) := by positivity
    linarith
  · intro hk
    have hk' : Fintype.card ι - 1 ≤ k := by omega
    induction k, hk' using Nat.le_induction with
    | base =>
      obtain ⟨S, hS, hn⟩ := run_equalFill hU h (Fintype.card ι - 1) (by omega)
      rw [hn, eq_univ_of_card S (by omega)]
    | succ k hk' ih =>
      -- a further step keeps the charge and cannot raise the energy
      obtain ⟨j, -, t, -, hn', hmin⟩ := h.2 k
      rw [ih (by omega)] at hn' hmin
      have hsum : ∑ x, n (k + 1) x = 1 := by
        have h1 : ∑ x : ι, equalFill univ x = 1 := by
          simp [equalFill, hM'.ne']
        have h2 : ∑ x, orb j x = 1 := by simp [orb]
        rw [hn']
        simp only [damp, sum_add_distrib, ← mul_sum, h1, h2]
        ring
      refine eq_spherical hU hsum ?_
      have h0 := hmin 0 ⟨le_refl _, zero_le_one⟩
      rw [energy_damp, energy_equalFill U univ_nonempty, card_univ] at h0
      linarith

end

end OptimalDampingDegenerateShell
```

```lean
#print axioms OptimalDampingDegenerateShell.hasDerivAt_energy
-- 'OptimalDampingDegenerateShell.hasDerivAt_energy' depends on axioms: [propext, Classical.choice, Quot.sound]
#print axioms OptimalDampingDegenerateShell.exists_run
-- 'OptimalDampingDegenerateShell.exists_run' depends on axioms: [propext, Classical.choice, Quot.sound]
#print axioms OptimalDampingDegenerateShell.optimal_damping_energy
-- 'OptimalDampingDegenerateShell.optimal_damping_energy' depends on axioms: [propext, Classical.choice, Quot.sound]
#print axioms OptimalDampingDegenerateShell.spherical_iff
-- 'OptimalDampingDegenerateShell.spherical_iff' depends on axioms: [propext, Classical.choice, Quot.sound]
```

## Preset mixing fractions, and the case U = 0

What follows rests on short arguments in words, without a Lean proof. Since the minimiser depends only on the number of filled orbitals, the line search can be replaced by the preset fractions 1/2, 1/3, …, 1/M. Adding a lowest level each time then gives the same equal fillings.

For the step count, U ≥ 0 is not enough. Take M = 2 and U = 0: all energies vanish, every t is a minimiser, and a run that always takes t = 0 stays in its first orbital.
